# The biadjacency determinant of a weighted even-membered ring as a signed sum of its two Kekulé products

A ring of `2n` atoms, with `n ≥ 2`, alternates between starred and unstarred atoms, each kind numbered cyclically by `Fin n`. The bond from starred atom `i` to unstarred atom `i` has weight `a i`, and the bond from starred atom `i` to the next unstarred atom, `i + 1` modulo `n`, has weight `b i`. The weights are arbitrary elements of a commutative ring. The declaration `det_ringMatrix` states that the `n × n` matrix of these weights, with starred atoms as rows and unstarred atoms as columns, has determinant `∏ i, a i - (-1) ^ n * ∏ i, b i`. Each product belongs to one of the two Kekulé structures. With this numbering, the `b` product is added to the `a` product when `n` is odd and subtracted from it when `n` is even. The proof first computes the sign of the cyclic shift, then expands the determinant over all permutations and uses `sum_over_pairings` to keep only the identity and the shift.

An attempt in Lean 4 with a fault in it:

```lean
import Mathlib

open Matrix Equiv

namespace DetRingMatrix

variable {n : ℕ} {R : Type*} [CommRing R]

/-- A Kekulé structure of the `2n`-membered ring: a pairing `σ` of starred with unstarred atoms
in which starred atom `i` is doubly bonded to unstarred atom `i` or to its cyclic successor. -/
def IsKekule (σ : Perm (Fin n)) : Prop :=
  ∀ i, σ i = i ∨ σ i = finRotate n i

/-- The biadjacency matrix of a `2n`-membered ring with bond weights: `a i` joins starred atom `i`
to unstarred atom `i`, and `b i` joins it to the cyclic successor of `i`. -/
def ringMatrix (a b : Fin n → R) : Matrix (Fin n) (Fin n) R :=
  diagonal a + diagonal b * (finRotate n).permMatrix R

/-- The entries of the weighted ring matrix are the weights of the bonds between the two atoms. -/
theorem ringMatrix_apply (a b : Fin n → R) (i j : Fin n) :
    ringMatrix a b i j =
      (if i = j then a i else 0) + (if finRotate n i = j then b i else 0) := by
  simp [ringMatrix, diagonal_apply, Equiv.Perm.permMatrix, PEquiv.toMatrix_apply,
    Equiv.toPEquiv_apply]

/-- For `n ≥ 2` the cyclic shift moves every atom. -/
theorem rotate_ne (hn : 2 ≤ n) (i : Fin n) : finRotate n i ≠ i := by
  obtain ⟨m, rfl⟩ := Nat.exists_eq_add_of_le' hn
  have h : i ∈ (finRotate (m + 2)).support := by
    rw [support_finRotate]
    exact Finset.mem_univ _
  exact Equiv.Perm.mem_support.mp h

/-- For `n ≥ 2` a pairing is a Kekulé structure exactly when it is the identity or the
cyclic shift. -/
theorem isKekule_iff (hn : 2 ≤ n) (σ : Perm (Fin n)) :
    IsKekule σ ↔ σ = 1 ∨ σ = finRotate n := by
  constructor
  · intro h
    by_cases h1 : ∀ i, σ i = i
    · exact Or.inl (Equiv.ext h1)
    · right
      obtain ⟨i₀, hi₀⟩ := not_forall.mp h1
      -- one forward double bond forces the next one, all around the ring
      have step : ∀ k : ℕ,
          σ ((finRotate n ^ k) i₀) = finRotate n ((finRotate n ^ k) i₀) := by
        intro k
        induction k with
        | zero => simpa using (h i₀).resolve_left hi₀
        | succ k ih =>
          rw [pow_succ', Equiv.Perm.mul_apply]
          refine (h _).resolve_left fun hfix => ?_
          exact rotate_ne hn _ (σ.injective (hfix.trans ih.symm))
      have hc : (finRotate n).IsCycle := by
        obtain ⟨m, rfl⟩ := Nat.exists_eq_add_of_le' hn
        exact isCycle_finRotate
      refine Equiv.ext fun j => ?_
      obtain ⟨k, rfl⟩ := hc.exists_pow_eq (rotate_ne hn i₀) (rotate_ne hn j)
      exact step k
  · rintro (rfl | rfl) i
    · exact Or.inl rfl
    · exact Or.inr rfl

/-- For `n ≥ 2`, a sum over all pairings of the products of bond weights, with any prefactor `w`,
keeps only the terms of the identity and of the cyclic shift. -/
theorem sum_over_pairings (hn : 2 ≤ n) (w : Perm (Fin n) → R) (a b : Fin n → R) :
    ∑ σ, w σ * ∏ i, ringMatrix a b i (σ i) =
      w 1 * ∏ i, a i + w (finRotate n) * ∏ i, b i := by
  have hne : (1 : Perm (Fin n)) ≠ finRotate n := fun h =>
    rotate_ne hn ⟨0, by omega⟩ (by rw [← h]; rfl)
  have h0 : ∏ i, ringMatrix a b i ((1 : Perm (Fin n)) i) = ∏ i, a i :=
    Finset.prod_congr rfl fun i _ => by
      rw [ringMatrix_apply, Equiv.Perm.one_apply, if_pos rfl, if_neg (rotate_ne hn i), add_zero]
  have h1 : ∏ i, ringMatrix a b i (finRotate n i) = ∏ i, b i :=
    Finset.prod_congr rfl fun i _ => by
      rw [ringMatrix_apply, if_neg (rotate_ne hn i).symm, if_pos rfl, zero_add]
  rw [Fintype.sum_eq_add 1 (finRotate n) hne, h0, h1]
  -- any other pairing uses a bond that is absent from the ring
  rintro σ ⟨hσ1, hσ2⟩
  have hσ : ¬ IsKekule σ := fun h => ((isKekule_iff hn σ).mp h).elim hσ1 hσ2
  obtain ⟨i, hi⟩ := not_forall.mp hσ
  obtain ⟨hi1, hi2⟩ := not_or.mp hi
  have hz : ringMatrix a b i (σ i) = 0 := by
    rw [ringMatrix_apply, if_neg (Ne.symm hi1), if_neg (Ne.symm hi2), add_zero]
  rw [Finset.prod_eq_zero (Finset.mem_univ i) hz, mul_zero]

/-- For `n ≥ 2` the determinant of a weighted ring is the product of the weights `a i` minus
`(-1)^n` times the product of the weights `b i`. -/
theorem det_ringMatrix (hn : 2 ≤ n) (a b : Fin n → R) :
    (ringMatrix a b).det = ∏ i, a i - (-1) ^ n * ∏ i, b i := by
  -- the cyclic shift is an `n`-cycle, which fixes its sign
  have hs : ((Equiv.Perm.sign (finRotate n) : ℤ) : R) = -(-1) ^ n := by
    obtain ⟨m, rfl⟩ := Nat.exists_eq_add_of_le' hn
    have hm : Equiv.Perm.sign (finRotate (m + 2)) = (-1) ^ (m + 1) := sign_finRotate (m + 1)
    rw [hm]
    simp [pow_succ]
  rw [← det_transpose, det_apply']
  simp only [transpose_apply]
  refine (sum_over_pairings hn (fun σ => ((Equiv.Perm.sign σ : ℤ) : R)) a b).trans ?_
  simp only [Equiv.Perm.sign_one, hs, Units.val_one, Int.cast_one]
  ring

end DetRingMatrix
```

Lean reports:

```
Main.lean:94:70: error: Type mismatch
  sign_finRotate (m + 1)
has type
  (@Perm.sign (Fin (m + 1)) (instDecidableEqFin (m + 1)) (Fin.fintype (m + 1))) (finRotate (m + 1)) = (-1) ^ (m + 1 - 1)
but is expected to have type
  (@Perm.sign (Fin (m + 2)) (instDecidableEqFin (m + 2)) (Fin.fintype (m + 2))) (finRotate (m + 2)) = (-1) ^ (m + 1)
```

The change, after which it compiles:

```diff
@@ -92,5 +92,6 @@
   have hs : ((Equiv.Perm.sign (finRotate n) : ℤ) : R) = -(-1) ^ n := by
     obtain ⟨m, rfl⟩ := Nat.exists_eq_add_of_le' hn
-    have hm : Equiv.Perm.sign (finRotate (m + 2)) = (-1) ^ (m + 1) := sign_finRotate (m + 1)
+    have hm : Equiv.Perm.sign (finRotate (m + 2)) = (-1) ^ (m + 1) :=
+      (sign_finRotate (m + 2)).trans (by rw [show m + 2 - 1 = m + 1 by omega])
     rw [hm]
     simp [pow_succ]
```

What went wrong. The one error concerns the sign of the cyclic shift. The argument of `sign_finRotate` is the number of elements being rotated, and the lemma gives the sign with that number minus one as exponent. The attempt passes `m + 1`, as if the argument were one less than the size. Lean therefore gets a statement about `finRotate (m + 1)`, acting on `Fin (m + 1)`, where `hm` needs one about `finRotate (m + 2)`, acting on `Fin (m + 2)`. These are rotations of different sets, so the types do not match.

The repair passes `m + 2`, which gives the right rotation, with the sign written as `(-1) ^ (m + 2 - 1)`. The added `.trans` step joins this to the form stated in `hm`: `omega` proves `m + 2 - 1 = m + 1`, and `rw` puts that into the exponent. The statement of `hm` is unchanged, and so is the rest of the proof. The line break after `:=` is only layout.
